# Two normalised real orbitals with site energies $a_1\le a_2$, coupling $b$ and overlap $|s|<1$: the lower level drops below $a_1$ exactly when $b\ne a_1s$

If I judge the mixing of two overlapping orbitals by their coupling $b$ alone, I can get it wrong in both directions. At $b=0$ the lower level can still drop below the lower site energy, and at a non-zero $b$ it can stay exactly at that energy.

I take real matrices
$$H=\begin{pmatrix}a_1&b\\b&a_2\end{pmatrix},\qquad S=\begin{pmatrix}1&s\\s&1\end{pmatrix},\qquad a_1<a_2,\quad |s|<1.$$
I believe that $\det(H-ES)=0$ has real roots $e_1\le a_1$ and $e_2\ge a_2$, and that $e_1<a_1$ exactly when $b\ne a_1s$. Can this be proved rigorously, with a proof that Lean 4 checks?

## At a site energy, the secular determinant is minus a square

Yes, and equal site energies can be allowed as well, so I assume only $a_1\le a_2$. Write $p(E)=\det(H-ES)$ and $d=1-s^2$, which is positive because $|s|<1$. Expanding the determinant gives
$$p(E)=(a_1-E)(a_2-E)-(b-Es)^2=dE^2-tE+a_1a_2-b^2,\qquad t=a_1+a_2-2bs.$$

The first form shows at once that
$$p(a_1)=-(b-a_1s)^2\le 0,\qquad p(a_2)=-(b-a_2s)^2\le 0.$$

Let $D=t^2-4d(a_1a_2-b^2)$ be the discriminant. Completing the square gives, for every real $x$,
$$D=(t-2dx)^2-4d\,p(x).$$
At $x=a_1$ this reads $D=(t-2da_1)^2+4d(b-a_1s)^2\ge 0$. The roots are therefore real:
$$e_1=\frac{t-\sqrt D}{2d},\qquad e_2=\frac{t+\sqrt D}{2d},\qquad p(E)=d(E-e_1)(E-e_2).$$

**Bracketing.** If $p(x)\le 0$, then $(t-2dx)^2\le D$, so $|t-2dx|\le\sqrt D$, which is the same as $e_1\le x\le e_2$. Both site energies satisfy $p\le 0$, hence $e_1\le a_1$ and $a_2\le e_2$.

**Strictness.** Inserting the site energies into the factorised form gives two exact relations:
$$d(a_1-e_1)(e_2-a_1)=(b-a_1s)^2,\qquad d(a_2-e_1)(e_2-a_2)=(b-a_2s)^2.$$
If $b\ne a_1s$, the first right-hand side is positive, so $e_1\ne a_1$ and therefore $e_1<a_1$. In the same way, $b\ne a_2s$ gives $e_2>a_2$.

**The converse.** If $b=a_1s$, then $t-2da_1=a_2-a_1$ and $D=(a_2-a_1)^2$. Since $a_1\le a_2$, we have $\sqrt D=a_2-a_1$, and
$$2d\,e_1=t-(a_2-a_1)=2a_1-2a_1s^2=2d\,a_1,$$
so $e_1=a_1$. If $b=a_2s$, then $t-2da_2=a_1-a_2$, again $D=(a_2-a_1)^2$, and $2d\,e_2=t+(a_2-a_1)=2d\,a_2$, so $e_2=a_2$.

The quantity that decides the matter is $b-a_1s$, the matrix element of $H-a_1$ between the two orbitals. Moving the zero of energy by $c$ replaces $a_i$ by $a_i+c$ and $b$ by $b+cs$, which leaves $b-a_1s$ unchanged, whereas $b$ itself changes whenever $s\ne0$ and $c\ne0$.

## Numbers for $a_1=-12$, $a_2=-2$, $s=\tfrac12$

Here $d=\tfrac34$ and $a_1s=-6$, in arbitrary energy units.

- For $b=-9$, we have $t=-5$ and $D=25-3(24-81)=196$. The levels are $e_1=(-5-14)/1.5=-\tfrac{38}{3}$ and $e_2=(-5+14)/1.5=6$. The lower level drops by $\tfrac23$ and the upper one rises by $8$. The first shift relation checks: $\tfrac34\cdot\tfrac23\cdot18=9=(-9+6)^2$.
- For $b=-6$, we have $t=-8$ and $D=64-3(24-36)=100$. The levels are $e_1=-12$ and $e_2=\tfrac43$. The coupling is not zero, yet the lower level stays at its site energy.
- For $b=0$, we have $t=-14$ and $D=196-72=124$, so $e_1\approx-16.8$. The lower level drops although the coupling vanishes.

## Levels, overlap and orbitals as Lean objects

`hamiltonian a₁ a₂ b` and `overlap s` are the real $2\times2$ matrices $H$ and $S$. The ones on the diagonal of $S$ say that the orbitals are normalised. The hypothesis `|s| < 1` says that they are linearly independent: two normalised orbitals reach $|s|=1$ only if they coincide up to sign.

`disc` is $D$, while `lowerLevel` and `upperLevel` are $e_1$ and $e_2$, defined by the quadratic formula. That these expressions solve the secular equation is proved, not built into the definitions.

The main theorem, `secular_levels`, assumes $a_1\le a_2$ and $|s|<1$ and has five conclusions:

1. A real $E$ satisfies $\det(H-ES)=0$ if and only if $E=e_1$ or $E=e_2$.
2. $e_1\le a_1$.
3. $a_2\le e_2$.
4. $e_1<a_1$ if and only if $b\ne a_1s$.
5. $a_2<e_2$ if and only if $b\ne a_2s$.

Your case $a_1<a_2$ is included. The two roots coincide only when $a_1=a_2$ and $b=a_1s$.

`exists_orbital_iff` links the determinant to orbitals: $Hc=E\,Sc$ has a non-zero real solution $c$ exactly when $E$ is one of the two levels. The components `c 0` and `c 1` are the coefficients of the orbitals with site energies $a_1$ and $a_2$. The theorem does not normalise $c$; to do so, divide by $\sqrt{c_0^2+c_1^2+2s\,c_0c_1}$, which is positive for $|s|<1$ and $c\neq0$.

`upper_shift_larger_iff` compares the two shifts: $a_1-e_1<e_2-a_2$ if and only if $2bs<s^2(a_1+a_2)$. It needs no ordering of the site energies.

The numbers $a_1,a_2,b,s$ are given, not computed from wave functions, and no relation between $b$ and $s$ is assumed. For a one-electron, two-orbital LCAO model, the result tells you from the matrix elements alone whether mixing lowers the lower level. It does not treat electron repulsion or larger bases.

```lean
import Mathlib

open Matrix

namespace TwoCentreOverlap

noncomputable section

/-- The Hamiltonian matrix of two orbitals with site energies `a₁`, `a₂` and coupling `b`. -/
def hamiltonian (a₁ a₂ b : ℝ) : Matrix (Fin 2) (Fin 2) ℝ := !![a₁, b; b, a₂]

/-- The overlap matrix of two normalised orbitals with overlap `s`. -/
def overlap (s : ℝ) : Matrix (Fin 2) (Fin 2) ℝ := !![1, s; s, 1]

/-- The discriminant of the secular equation, read as a quadratic equation in the energy. -/
def disc (a₁ a₂ b s : ℝ) : ℝ :=
  (a₁ + a₂ - 2 * b * s) ^ 2 - 4 * (1 - s ^ 2) * (a₁ * a₂ - b ^ 2)

/-- The lower level from the quadratic formula, for `|s| < 1`. -/
def lowerLevel (a₁ a₂ b s : ℝ) : ℝ :=
  (a₁ + a₂ - 2 * b * s - √(disc a₁ a₂ b s)) / (2 * (1 - s ^ 2))

/-- The upper level from the quadratic formula, for `|s| < 1`. -/
def upperLevel (a₁ a₂ b s : ℝ) : ℝ :=
  (a₁ + a₂ - 2 * b * s + √(disc a₁ a₂ b s)) / (2 * (1 - s ^ 2))

/-- The secular determinant `det (H - E S)` written out. -/
theorem secular_det (a₁ a₂ b s E : ℝ) :
    (hamiltonian a₁ a₂ b - E • overlap s).det
      = (a₁ - E) * (a₂ - E) - (b - E * s) ^ 2 := by
  rw [Matrix.det_fin_two]
  simp [hamiltonian, overlap]
  ring

/-- For `|s| < 1` the determinant `1 - s ^ 2` of the overlap matrix is positive. -/
lemma one_sub_sq_pos {s : ℝ} (hs : |s| < 1) : 0 < 1 - s ^ 2 := by
  have h := (sq_lt_one_iff_abs_lt_one s).2 hs
  linarith

/-- For `|s| < 1` the two levels, cleared of their denominators. -/
lemma level_equations (a₁ a₂ b : ℝ) {s : ℝ} (hs : |s| < 1) :
    2 * (1 - s ^ 2) * lowerLevel a₁ a₂ b s
        = a₁ + a₂ - 2 * b * s - √(disc a₁ a₂ b s) ∧
      2 * (1 - s ^ 2) * upperLevel a₁ a₂ b s
        = a₁ + a₂ - 2 * b * s + √(disc a₁ a₂ b s) := by
  have hd : 1 - s ^ 2 ≠ 0 := (one_sub_sq_pos hs).ne'
  unfold lowerLevel upperLevel
  constructor <;> field_simp

/-- For `|s| < 1` the secular determinant factorises over the two real levels. -/
theorem secular_factor (a₁ a₂ b : ℝ) {s : ℝ} (hs : |s| < 1) (E : ℝ) :
    (hamiltonian a₁ a₂ b - E • overlap s).det
      = (1 - s ^ 2) * (E - lowerLevel a₁ a₂ b s) * (E - upperLevel a₁ a₂ b s) := by
  have hd := one_sub_sq_pos hs
  obtain ⟨h1, h2⟩ := level_equations a₁ a₂ b hs
  have hD : disc a₁ a₂ b s
      = (a₁ + a₂ - 2 * b * s) ^ 2 - 4 * (1 - s ^ 2) * (a₁ * a₂ - b ^ 2) := rfl
  -- the discriminant is a sum of two non-negative terms, so the levels are real
  have hnn : 0 ≤ disc a₁ a₂ b s := by
    have h : disc a₁ a₂ b s = (a₁ + a₂ - 2 * b * s - 2 * (1 - s ^ 2) * a₁) ^ 2
        + 4 * (1 - s ^ 2) * (b - a₁ * s) ^ 2 := by
      rw [hD]; ring
    rw [h]
    positivity
  have hq := Real.sq_sqrt hnn
  rw [secular_det]
  apply mul_left_cancel₀ (show 4 * (1 - s ^ 2) ≠ 0 by positivity)
  linear_combination
    (2 * (1 - s ^ 2) * E - (a₁ + a₂ - 2 * b * s + √(disc a₁ a₂ b s))) * h1
      + (2 * (1 - s ^ 2) * E - 2 * (1 - s ^ 2) * lowerLevel a₁ a₂ b s) * h2 + hq + hD

/-- For `|s| < 1`, an energy at which the secular determinant is not positive lies between
the two levels. -/
theorem between_levels (a₁ a₂ b : ℝ) {s : ℝ} (hs : |s| < 1) {x : ℝ}
    (hx : (hamiltonian a₁ a₂ b - x • overlap s).det ≤ 0) :
    lowerLevel a₁ a₂ b s ≤ x ∧ x ≤ upperLevel a₁ a₂ b s := by
  have hd := one_sub_sq_pos hs
  obtain ⟨h1, h2⟩ := level_equations a₁ a₂ b hs
  rw [secular_det] at hx
  have hsq : (a₁ + a₂ - 2 * b * s - 2 * (1 - s ^ 2) * x) ^ 2 ≤ disc a₁ a₂ b s := by
    have h := mul_nonneg hd.le (neg_nonneg.2 hx)
    unfold disc
    linarith
  obtain ⟨hl, hu⟩ := abs_le.1 (Real.abs_le_sqrt hsq)
  have hd2 : 0 < 2 * (1 - s ^ 2) := by positivity
  constructor
  · exact le_of_mul_le_mul_left (by linarith) hd2
  · exact le_of_mul_le_mul_left (by linarith) hd2

/-- For `|s| < 1`, exact relations between the level shifts and the effective couplings
`b - a₁ s` and `b - a₂ s`. -/
theorem level_shifts (a₁ a₂ b : ℝ) {s : ℝ} (hs : |s| < 1) :
    (1 - s ^ 2) * (a₁ - lowerLevel a₁ a₂ b s) * (upperLevel a₁ a₂ b s - a₁)
        = (b - a₁ * s) ^ 2 ∧
      (1 - s ^ 2) * (a₂ - lowerLevel a₁ a₂ b s) * (upperLevel a₁ a₂ b s - a₂)
        = (b - a₂ * s) ^ 2 := by
  constructor
  · linear_combination secular_factor a₁ a₂ b hs a₁ - secular_det a₁ a₂ b s a₁
  · linear_combination secular_factor a₁ a₂ b hs a₂ - secular_det a₁ a₂ b s a₂

/-- For `a₁ ≤ a₂` and `|s| < 1` the secular equation has exactly the two real levels as roots,
one at or below `a₁` and one at or above `a₂`. The lower level lies strictly below `a₁` exactly
when `b ≠ a₁ s`, and the upper one strictly above `a₂` exactly when `b ≠ a₂ s`. -/
theorem secular_levels {a₁ a₂ b s : ℝ} (ha : a₁ ≤ a₂) (hs : |s| < 1) :
    (∀ E : ℝ, (hamiltonian a₁ a₂ b - E • overlap s).det = 0 ↔
        E = lowerLevel a₁ a₂ b s ∨ E = upperLevel a₁ a₂ b s) ∧
      lowerLevel a₁ a₂ b s ≤ a₁ ∧ a₂ ≤ upperLevel a₁ a₂ b s ∧
      (lowerLevel a₁ a₂ b s < a₁ ↔ b ≠ a₁ * s) ∧
      (a₂ < upperLevel a₁ a₂ b s ↔ b ≠ a₂ * s) := by
  have hd := one_sub_sq_pos hs
  have hd2 : 2 * (1 - s ^ 2) ≠ 0 := by positivity
  obtain ⟨h1, h2⟩ := level_equations a₁ a₂ b hs
  obtain ⟨s1, s2⟩ := level_shifts a₁ a₂ b hs
  -- at a site energy the secular determinant is minus a square
  have hlow : lowerLevel a₁ a₂ b s ≤ a₁ := (between_levels a₁ a₂ b hs (by
    rw [secular_det]; nlinarith [sq_nonneg (b - a₁ * s)])).1
  have hupp : a₂ ≤ upperLevel a₁ a₂ b s := (between_levels a₁ a₂ b hs (by
    rw [secular_det]; nlinarith [sq_nonneg (b - a₂ * s)])).2
  -- if the discriminant is the square of the site splitting, its root is the site splitting
  have hroot : disc a₁ a₂ b s = (a₂ - a₁) ^ 2 → √(disc a₁ a₂ b s) = a₂ - a₁ := by
    intro h
    rw [h, Real.sqrt_sq (sub_nonneg.2 ha)]
  refine ⟨fun E => ?_, hlow, hupp, ⟨fun h hb => ?_, fun hb => ?_⟩,
    ⟨fun h hb => ?_, fun hb => ?_⟩⟩
  · rw [secular_factor a₁ a₂ b hs, mul_eq_zero, mul_eq_zero, or_iff_right hd.ne',
      sub_eq_zero, sub_eq_zero]
  · have hr := hroot (by unfold disc; rw [hb]; ring)
    have he : lowerLevel a₁ a₂ b s = a₁ := mul_left_cancel₀ hd2 (by
      linear_combination h1 - hr - 2 * s * hb)
    exact h.ne he
  · refine lt_of_le_of_ne hlow fun he => hb ?_
    have hz : (b - a₁ * s) ^ 2 = 0 := by
      rw [← s1, he]; ring
    exact sub_eq_zero.1 ((pow_eq_zero_iff two_ne_zero).1 hz)
  · have hr := hroot (by unfold disc; rw [hb]; ring)
    have he : upperLevel a₁ a₂ b s = a₂ := mul_left_cancel₀ hd2 (by
      linear_combination h2 + hr - 2 * s * hb)
    exact h.ne he.symm
  · refine lt_of_le_of_ne hupp fun he => hb ?_
    have hz : (b - a₂ * s) ^ 2 = 0 := by
      rw [← s2, ← he]; ring
    exact sub_eq_zero.1 ((pow_eq_zero_iff two_ne_zero).1 hz)

/-- For `a₁ ≤ a₂` and `|s| < 1`, the equation `H c = E S c` has a non-zero real solution `c`
exactly when `E` is one of the two levels. -/
theorem exists_orbital_iff {a₁ a₂ b s : ℝ} (ha : a₁ ≤ a₂) (hs : |s| < 1) (E : ℝ) :
    (∃ c : Fin 2 → ℝ, c ≠ 0 ∧ hamiltonian a₁ a₂ b *ᵥ c = E • (overlap s *ᵥ c)) ↔
      E = lowerLevel a₁ a₂ b s ∨ E = upperLevel a₁ a₂ b s := by
  rw [← (secular_levels ha hs).1 E, ← Matrix.exists_mulVec_eq_zero_iff]
  simp only [Matrix.sub_mulVec, Matrix.smul_mulVec, sub_eq_zero]

/-- For `|s| < 1`, the upper level lies further above `a₂` than the lower level lies below `a₁`
exactly when `2 b s < s ^ 2 (a₁ + a₂)`. -/
theorem upper_shift_larger_iff (a₁ a₂ b : ℝ) {s : ℝ} (hs : |s| < 1) :
    a₁ - lowerLevel a₁ a₂ b s < upperLevel a₁ a₂ b s - a₂ ↔
      2 * b * s < s ^ 2 * (a₁ + a₂) := by
  have hd := one_sub_sq_pos hs
  obtain ⟨h1, h2⟩ := level_equations a₁ a₂ b hs
  -- the square roots cancel in the sum of the levels
  have key : (1 - s ^ 2) *
      ((upperLevel a₁ a₂ b s - a₂) - (a₁ - lowerLevel a₁ a₂ b s))
        = s ^ 2 * (a₁ + a₂) - 2 * b * s := by
    linear_combination (h1 + h2) / 2
  rw [← sub_pos, ← mul_pos_iff_of_pos_left hd, key, sub_pos]

end

end TwoCentreOverlap
```

```lean
#print axioms TwoCentreOverlap.secular_levels
-- 'TwoCentreOverlap.secular_levels' depends on axioms: [propext, Classical.choice, Quot.sound]
#print axioms TwoCentreOverlap.exists_orbital_iff
-- 'TwoCentreOverlap.exists_orbital_iff' depends on axioms: [propext, Classical.choice, Quot.sound]
#print axioms TwoCentreOverlap.upper_shift_larger_iff
-- 'TwoCentreOverlap.upper_shift_larger_iff' depends on axioms: [propext, Classical.choice, Quot.sound]
```

## From the factorised determinant to the strict inequalities

`secular_det` expands the determinant, and `one_sub_sq_pos` supplies $d>0$. `level_equations` states the quadratic formula without denominators, as $2d\,e_1=t-\sqrt D$ and $2d\,e_2=t+\sqrt D$, which is the form that the later algebra uses.

`secular_factor` proves $p(E)=d(E-e_1)(E-e_2)$. It first writes $D$ as the sum of two non-negative terms found above, so that `Real.sq_sqrt` gives $(\sqrt D)^2=D$. It then multiplies the claim by $4d$, which is non-zero, and `linear_combination` assembles the identity from the two level equations and the square of the root.

`between_levels` is the bracketing step. From $p(x)\le0$ it derives $(t-2dx)^2\le D$; `Real.abs_le_sqrt` turns this into a bound on the absolute value, and dividing by $2d>0$ gives $e_1\le x\le e_2$.

`level_shifts` obtains the two exact relations by equating the expanded and the factorised determinant at $E=a_1$ and at $E=a_2$.

`secular_levels` puts these together:

- The root statement follows from the factorisation, since a product vanishes only if a factor does and $d\ne0$.
- The two weak inequalities are `between_levels` at the site energies, where the determinant is minus a square.
- For strictness, the proof supposes that a level equals its site energy. The matching shift relation then makes $(b-a_is)^2$ zero, against the assumption $b\ne a_is$.
- For the converse, the auxiliary statement `hroot` says that $D=(a_2-a_1)^2$ implies $\sqrt D=a_2-a_1$. This is where $a_1\le a_2$ enters. The level equation then places the level at the site energy, which contradicts a strict inequality.

`exists_orbital_iff` combines the root statement with Mathlib's theorem that a square matrix has zero determinant exactly when it sends some non-zero vector to zero, applied to $H-ES$.

For `upper_shift_larger_iff`, adding the two level equations cancels the square roots and gives
$$d\,\bigl[(e_2-a_2)-(a_1-e_1)\bigr]=s^2(a_1+a_2)-2bs.$$
Because $d>0$, the bracket and the right-hand side are positive together. In the example with $b=-9$, the right-hand side is $-3.5+9=5.5$, which agrees with $\tfrac34\,(8-\tfrac23)$.

## The same bracket for complex coupling and overlap

The argument carries over by hand to Hermitian $H$ and $S$, with $b$ and $s$ complex in the upper right corner and their conjugates in the lower left; the Lean file treats only real entries. For real $E$ the determinant becomes
$$\det(H-ES)=(a_1-E)(a_2-E)-|b-Es|^2.$$
Its leading coefficient $1-|s|^2$ is positive for $|s|<1$, and at $E=a_i$ it equals $-|b-a_is|^2$. Both site energies therefore lie between the roots again, and the lower root is strictly below $a_1$ if $b\ne a_1s$. If $b=a_1s$, the determinant factorises as
$$(a_1-E)\bigl[a_2-E-|s|^2(a_1-E)\bigr].$$
One root is then $a_1$ and the other is $a_2+|s|^2(a_2-a_1)/(1-|s|^2)\ge a_2$, so the lower level stays at $a_1$. The condition $b\ne a_1s$ is now an inequality between complex numbers: a coupling with the right magnitude but the wrong phase still lowers the level.
